# Radial integrals of a quadratic-times-Gaussian model hole reduce to two Gaussian moments

The model hole density at electron separation `u` is (a + b u²) exp(−c u²), with a and b any real numbers and c > 0; no normalisation or sign is imposed on it. The theorem says that, for every natural number n, this density times 4π uⁿ is integrable over u > 0. Its integral is 4π (a Mₙ + b Mₙ₊₂), where Mₖ is the integral of uᵏ exp(−c u²) over the same half-line. The proof first takes the integrability of each Gaussian term from a Mathlib lemma, then splits the integrand in two and uses linearity of the integral.

An attempt in Lean 4 with a fault in it:

```lean
import Mathlib

open Set Real MeasureTheory

namespace IntegralHole

noncomputable section

/-- The model hole density `(a + b u²) exp(-c u²)` at electron separation `u`. -/
def hole (a b c u : ℝ) : ℝ := (a + b * u ^ 2) * Real.exp (-c * u ^ 2)

/-- The radial Gaussian moment: the integral of `uⁿ exp(-c u²)` over `u > 0`. -/
def gaussMoment (c : ℝ) (n : ℕ) : ℝ := ∫ u in Ioi (0 : ℝ), u ^ n * Real.exp (-c * u ^ 2)

/-- For `c > 0` the hole times `4π uⁿ` is integrable over `u > 0`, and its integral is
the corresponding combination of two Gaussian moments. -/
theorem integral_hole (a b : ℝ) {c : ℝ} (hc : 0 < c) (n : ℕ) :
    IntegrableOn (fun u => 4 * π * u ^ n * hole a b c u) (Ioi 0) ∧
    ∫ u in Ioi (0 : ℝ), 4 * π * u ^ n * hole a b c u =
      4 * π * (a * gaussMoment c n + b * gaussMoment c (n + 2)) := by
  have gi : ∀ m : ℕ, Integrable (fun u : ℝ => u ^ m * Real.exp (-c * u ^ 2))
      (volume.restrict (Ioi 0)) := by
    intro m
    have hm : (-1 : ℝ) < m := by
      have : (0 : ℝ) ≤ m := m.cast_nonneg
      linarith
    have h := integrableOn_rpow_mul_exp_neg_mul_sq hc hm
    simpa only [Real.rpow_natCast] using h
  have h1 := (gi n).const_mul (4 * π * a)
  have h2 := (gi (n + 2)).const_mul (4 * π * b)
  -- split the integrand into its two Gaussian terms
  have split : (fun u => 4 * π * u ^ n * hole a b c u) = fun u =>
      4 * π * a * (u ^ n * Real.exp (-c * u ^ 2)) +
      4 * π * b * (u ^ (n + 2) * Real.exp (-c * u ^ 2)) := by
    funext u
    simp only [hole]
    ring
  rw [split]
  refine ⟨h1.add h2, ?_⟩
  rw [integral_add h1 h2, integral_const_mul, integral_const_mul]
  unfold gaussMoment
  ring

end

end IntegralHole
```

Compiling this gives:

```
Main.lean:28:4: error: Type mismatch: After simplification, term
  h
 has type
  IntegrableOn (fun x => x ^ m * rexp (-c * x ^ 2)) (Ioi 0) volume
but is expected to have type
  Integrable (fun u => u ^ m * rexp (-c * u ^ 2)) (volume.restrict (Ioi 0))
```

The error is in the auxiliary fact `gi`, that each Gaussian term is integrable. The Mathlib lemma gives `h` with a real exponent, and `Real.rpow_natCast` correctly turns that into the natural power `x ^ m`. The functions in the message then agree, and what differs is the wrapping: `h` says `IntegrableOn` over `Ioi 0`, while the goal says `Integrable` for the measure `volume.restrict (Ioi 0)`.

These are the same statement by definition, but `IntegrableOn` must be unfolded to see it. `simpa only` was given no lemma to unfold it, and its final comparison of `h` with the goal does not unfold it either, so it reports a mismatch.

The repair separates the two steps. `simp only [Real.rpow_natCast] at h` does the same rewriting of the exponent, and `exact h` then checks `h` against the goal with ordinary definitions allowed to unfold, so the two forms are accepted as equal.

The mended proof, as a diff:

```diff
@@ -26,5 +26,6 @@
       linarith
     have h := integrableOn_rpow_mul_exp_neg_mul_sq hc hm
-    simpa only [Real.rpow_natCast] using h
+    simp only [Real.rpow_natCast] at h
+    exact h
   have h1 := (gi n).const_mul (4 * π * a)
   have h2 := (gi (n + 2)).const_mul (4 * π * b)
```
